# Supercell modes of a periodic lead are sums of primitive-cell Bloch modes

## Modes on an unbounded lead

We take a mode to be a nonzero solution of the lead equation below that is multiplied by a fixed nonzero factor from one cell to the next. Its amplitudes $x_j\in\mathbb C^n$ run over all integers $j$, with no bound on their growth. This admits the evanescent waves that mode matching needs alongside the propagating ones. The lead equation at energy $E$ is

$$(Lx)_j=H_1x_{j+1}+(H_0-E)x_j+H_1^\dagger x_{j-1}=0 .$$

Grouping $m$ identical cells into a supercell leaves the lead unchanged, but a mode is now labelled by its factor $Z$ over $m$ cells. For non-interacting leads with finite blocks and nearest-block coupling, the result tells us how to compare complex bands computed with different cell lengths.

## The equivalence in words

Let $m\ge1$ and $Z\ne0$. A nonzero solution with $x_{j+m}=Zx_j$ exists if and only if some $z$ with $z^m=Z$ admits a solution $z^ju$ with $u\ne0$.

In Lean, `x : ℤ → n → ℂ` is the sequence, the finite type `n` labels the orbitals in a block, and `leadOperator H0 H1 E` is $L$. The blocks are arbitrary complex matrices: $H_0$ need not be Hermitian, $H_1$ may be singular and $E$ may be complex. The basis is orthonormal, since no overlap matrix appears. The equivalence concerns existence; it does not count modes or treat a lead with an end.

## Splitting a supercell mode

For $z\ne0$, inserting $x_j=z^ju$ gives

$$(Lx)_j=z^{j-1}P(z)u,\qquad P(z)=z^2H_1+z(H_0-E)+H_1^\dagger .$$

A nonzero Bloch solution therefore exists exactly when $\det P(z)=0$.

Now let $x\neq0$ solve the lead equation with $x_{j+m}=Zx_j$. Choose $z_0$ with $z_0^m=Z$, put $\omega=e^{2\pi i/m}$ and $z_l=z_0\omega^l$ for $0\le l<m$, and define

$$y^{(l)}_j=\frac1m\sum_{k=0}^{m-1}z_l^{-k}x_{j+k}.$$

Each $y^{(l)}$ is a combination of translates of $x$, so it is a solution. Moving by one cell gives

$$y^{(l)}_{j+1}=\frac{z_l}{m}\sum_{k=1}^{m}z_l^{-k}x_{j+k}=z_l\,y^{(l)}_j,$$

because the term $k=m$ is $z_l^{-m}Zx_j=x_j$, the missing term $k=0$. Hence $y^{(l)}_j=z_l^{\,j}y^{(l)}_0$.

Summing over $l$ produces the factors $\sum_l\omega^{-kl}$. This is $m$ for $k=0$, and for $0<k<m$ it is $(1-\omega^{-km})/(1-\omega^{-k})=0$. So $\sum_ly^{(l)}=x$. Some $y^{(l)}$ is nonzero, and $u=y^{(l)}_0$ is then nonzero.

Conversely, $x_j=z^ju$ satisfies $x_{j+m}=z^mx_j=Zx_j$, and $x_0=u\ne0$.

## Folded phase, unchanged decay

For cell length $a>0$, write $z=e^{ika}$ and $Z=e^{iqma}$ with complex wave numbers $k$ and $q$; here $k$ is no longer the summation index. Then $z^m=Z$ means $imka=imqa+2\pi il$ for some integer $l$, or

$$k=q+\frac{2\pi l}{ma}.$$

The shift is real, so $\operatorname{Im}k=\operatorname{Im}q$.

## A two-cell example and the case $Z=0$

Take $n=1$, $H_0=0$, $H_1=1$, $E=5/2$. Then $P(z)=z^2-\tfrac52z+1$ has roots $2$ and $\tfrac12$. For $m=2$ and $Z=\tfrac14$, the candidates are $\pm\tfrac12$; only $+\tfrac12$ is a mode, as $P(-\tfrac12)=\tfrac52$. Its decay rate is $\ln2/a$ from the primitive cell and $\ln4/(2a)$ from the supercell, the same number.

At $Z=0$ the determinant criterion fails whenever $H_1$ is singular: $\det P(0)=\det H_1^\dagger=0$, while $x_{j+m}=0$ for all $j$ leaves only $x=0$. With $n=1$, $H_1=0$ and $H_0-E=1$, we have $P(0)=0$, but the only solution is $x=0$.

## The Lean file

```lean
import Mathlib

open Matrix

namespace SupercellFolding

noncomputable section

variable {n : Type*} [Fintype n] [DecidableEq n]

/-- The lead operator `H - E` acting on a sequence of block amplitudes:
`(H - E) x` at block `j` is `H1 x_(j+1) + (H0 - E) x_j + H1^* x_(j-1)`. -/
def leadOperator (H0 H1 : Matrix n n ℂ) (E : ℂ) : (ℤ → n → ℂ) →ₗ[ℂ] (ℤ → n → ℂ) where
  toFun x j := H1 *ᵥ x (j + 1) + (H0 - E • 1) *ᵥ x j + H1ᴴ *ᵥ x (j - 1)
  map_add' x y := by
    funext j
    simp only [Pi.add_apply, Matrix.mulVec_add]
    abel
  map_smul' c x := by
    funext j
    simp only [Pi.smul_apply, Matrix.mulVec_smul, RingHom.id_apply, smul_add]

/-- The Bloch wave `x_j = z^j u`, for a nonzero Bloch factor `z`. -/
def blochWave (z : ℂ) (u : n → ℂ) : ℤ → n → ℂ := fun j => z ^ j • u

/-- The Bloch component `(1/m) ∑_k z^(-k) x_(j+k)`, `0 ≤ k < m`, of a sequence `x`,
for `m ≥ 1` and `z ≠ 0`. -/
def blochPart (m : ℕ) (z : ℂ) (x : ℤ → n → ℂ) : ℤ → n → ℂ :=
  (m : ℂ)⁻¹ • ∑ k ∈ Finset.range m, (z⁻¹) ^ k • (fun j : ℤ => x (j + (k : ℤ)))

/-- A Bloch wave with `z ≠ 0` solves the lead equation exactly when its amplitude solves the
quadratic eigenvalue problem `(z² H1 + z (H0 - E) + H1^*) u = 0`. -/
theorem blochWave_solution_iff (H0 H1 : Matrix n n ℂ) (E : ℂ) {z : ℂ} (hz : z ≠ 0)
    (u : n → ℂ) : leadOperator H0 H1 E (blochWave z u) = 0 ↔
      (z ^ 2 • H1 + z • (H0 - E • 1) + H1ᴴ) *ᵥ u = 0 := by
  have key : ∀ j : ℤ, leadOperator H0 H1 E (blochWave z u) j =
      z ^ (j - 1) • ((z ^ 2 • H1 + z • (H0 - E • 1) + H1ᴴ) *ᵥ u) := by
    intro j
    have h0 : z ^ j = z ^ (j - 1) * z := by
      rw [← zpow_add_one₀ hz, sub_add_cancel]
    have h1 : z ^ (j + 1) = z ^ (j - 1) * z ^ 2 := by
      rw [zpow_add_one₀ hz, h0]; ring
    change H1 *ᵥ (z ^ (j + 1) • u) + (H0 - E • 1) *ᵥ (z ^ j • u)
      + H1ᴴ *ᵥ (z ^ (j - 1) • u) = _
    rw [h1, h0]
    simp only [Matrix.mulVec_smul, Matrix.add_mulVec, Matrix.smul_mulVec, smul_add, smul_smul]
  constructor
  · intro h
    have h1 := key 1
    rw [h] at h1
    simpa using h1.symm
  · intro h
    funext j
    rw [key j, h, smul_zero]
    rfl

/-- Every Bloch component of a solution of the lead equation is again a solution. -/
theorem blochPart_solution {H0 H1 : Matrix n n ℂ} {E : ℂ} {x : ℤ → n → ℂ}
    (hx : leadOperator H0 H1 E x = 0) (m : ℕ) (z : ℂ) :
    leadOperator H0 H1 E (blochPart m z x) = 0 := by
  -- the lead is translation invariant
  have shift : ∀ k : ℤ, leadOperator H0 H1 E (fun j => x (j + k)) = 0 := by
    intro k
    funext j
    have h := congrFun hx (j + k)
    change H1 *ᵥ x (j + k + 1) + (H0 - E • 1) *ᵥ x (j + k) + H1ᴴ *ᵥ x (j + k - 1) = 0 at h
    change H1 *ᵥ x (j + 1 + k) + (H0 - E • 1) *ᵥ x (j + k) + H1ᴴ *ᵥ x (j - 1 + k) = 0
    rw [show j + 1 + k = j + k + 1 by ring, show j - 1 + k = j + k - 1 by ring]
    exact h
  unfold blochPart
  rw [map_smul, map_sum, Finset.sum_eq_zero, smul_zero]
  intro k _
  rw [map_smul, shift, smul_zero]

omit [Fintype n] [DecidableEq n] in
/-- If `x_(j+m) = z^m x_j` with `z ≠ 0`, the Bloch component of `x` at `z` is a Bloch wave
with factor `z`. -/
theorem blochPart_eq_blochWave {m : ℕ} {z : ℂ} {x : ℤ → n → ℂ} (hz : z ≠ 0)
    (hx : ∀ j : ℤ, x (j + m) = z ^ m • x j) :
    blochPart m z x = blochWave z (blochPart m z x 0) := by
  have step : ∀ j : ℤ, blochPart m z x (j + 1) = z • blochPart m z x j := by
    intro j
    let f : ℕ → n → ℂ := fun k => (z⁻¹) ^ k • x (j + (k : ℤ))
    have hfm : f m = f 0 := by
      simp only [f]
      rw [hx j, smul_smul, inv_pow, inv_mul_cancel₀ (pow_ne_zero m hz)]
      simp
    -- moving by one block only exchanges the equal end terms of the sum
    have tel := (Finset.sum_range_succ' f m).symm.trans (Finset.sum_range_succ f m)
    rw [hfm] at tel
    have tel' := add_right_cancel tel
    simp only [blochPart, Pi.smul_apply, Finset.sum_apply]
    rw [smul_comm z]
    congr 1
    change _ = z • ∑ k ∈ Finset.range m, f k
    rw [← tel', Finset.smul_sum]
    refine Finset.sum_congr rfl fun k _ => ?_
    simp only [f]
    rw [show j + 1 + (k : ℤ) = j + ((k + 1 : ℕ) : ℤ) by push_cast; ring,
      smul_smul, pow_succ', mul_inv_cancel_left₀ hz]
  funext j
  refine Int.induction_on j ?_ (fun i ih => ?_) (fun i ih => ?_)
  · simp [blochWave]
  · rw [step, ih]
    simp only [blochWave]
    rw [smul_smul, zpow_add_one₀ hz, mul_comm]
  · have h := step (-(i : ℤ) - 1)
    rw [sub_add_cancel, ih] at h
    rw [← inv_smul_smul₀ hz (blochPart m z x (-(i : ℤ) - 1)), ← h]
    simp only [blochWave]
    rw [smul_smul, zpow_sub_one₀ hz, mul_comm]

omit [Fintype n] [DecidableEq n] in
/-- The `m` Bloch components at `z ω^l`, with `ω` a primitive `m`-th root of unity and `m ≥ 1`,
add up to the original sequence. -/
theorem sum_blochPart {m : ℕ} (hm : 0 < m) {ω : ℂ} (hω : IsPrimitiveRoot ω m) (z : ℂ)
    (x : ℤ → n → ℂ) : ∑ l ∈ Finset.range m, blochPart m (z * ω ^ l) x = x := by
  have hm' : (m : ℂ) ≠ 0 := Nat.cast_ne_zero.2 hm.ne'
  funext j
  simp only [Finset.sum_apply, blochPart, Pi.smul_apply]
  rw [← Finset.smul_sum, Finset.sum_comm,
    Finset.sum_eq_single_of_mem 0 (Finset.mem_range.2 hm)]
  · simp only [pow_zero, one_smul, Nat.cast_zero, add_zero, Finset.sum_const, Finset.card_range]
    rw [← Nat.cast_smul_eq_nsmul ℂ, inv_smul_smul₀ hm']
  · intro k hk hk0
    -- the phases of every displaced term cancel
    have hq : (ω⁻¹) ^ k ≠ 1 := by
      intro h
      rw [inv_pow, inv_eq_one] at h
      have := Nat.le_of_dvd (Nat.pos_of_ne_zero hk0) (hω.dvd_of_pow_eq_one k h)
      exact absurd (Finset.mem_range.1 hk) (not_lt_of_ge this)
    have hqm : ((ω⁻¹) ^ k) ^ m = 1 := by
      rw [← pow_mul, mul_comm, pow_mul, inv_pow, hω.pow_eq_one, inv_one, one_pow]
    have geom := mul_neg_geom_sum ((ω⁻¹) ^ k) m
    rw [hqm, sub_self] at geom
    have hsum := (mul_eq_zero.1 geom).resolve_left (sub_ne_zero.2 (Ne.symm hq))
    have hz : ∑ l ∈ Finset.range m, ((z * ω ^ l)⁻¹) ^ k = 0 := by
      rw [← mul_zero ((z⁻¹) ^ k), ← hsum, Finset.mul_sum]
      refine Finset.sum_congr rfl fun l _ => ?_
      rw [mul_inv, mul_pow, ← inv_pow, ← pow_mul, ← pow_mul, mul_comm l k]
    rw [← Finset.sum_smul, hz, zero_smul]

/-- For `m ≥ 1` and `Z ≠ 0`, the lead has a nonzero solution with `x_(j+m) = Z x_j` if and only
if some `z` with `z^m = Z` admits a nonzero Bloch solution `z^j u`. -/
theorem supercell_iff_bloch (H0 H1 : Matrix n n ℂ) (E : ℂ) {m : ℕ} (hm : 0 < m) {Z : ℂ}
    (hZ : Z ≠ 0) :
    (∃ x : ℤ → n → ℂ, x ≠ 0 ∧ leadOperator H0 H1 E x = 0 ∧ ∀ j : ℤ, x (j + m) = Z • x j) ↔
      ∃ z : ℂ, z ^ m = Z ∧ ∃ u : n → ℂ, u ≠ 0 ∧ leadOperator H0 H1 E (blochWave z u) = 0 := by
  have root_ne : ∀ z : ℂ, z ^ m = Z → z ≠ 0 := by
    rintro z h rfl
    exact hZ (by rw [← h, zero_pow hm.ne'])
  constructor
  · rintro ⟨x, hx0, hx, hper⟩
    obtain ⟨z, hz⟩ := IsAlgClosed.exists_pow_nat_eq Z hm
    have hω := Complex.isPrimitiveRoot_exp m hm.ne'
    set ω := Complex.exp (2 * Real.pi * Complex.I / m)
    -- a nonzero sequence has a nonzero Bloch component
    obtain ⟨l, -, hl⟩ := Finset.exists_ne_zero_of_sum_ne_zero
      (by rw [sum_blochPart hm hω z x]; exact hx0)
    have hzl : (z * ω ^ l) ^ m = Z := by
      rw [mul_pow, hz, ← pow_mul, mul_comm l m, pow_mul, hω.pow_eq_one, one_pow, mul_one]
    have hw := blochPart_eq_blochWave (root_ne _ hzl) (x := x) (by rw [hzl]; exact hper)
    refine ⟨z * ω ^ l, hzl, blochPart m (z * ω ^ l) x 0, fun h => hl ?_, ?_⟩
    · rw [hw, h]
      funext j
      simp [blochWave]
    · rw [← hw]
      exact blochPart_solution hx m _
  · rintro ⟨z, hz, u, hu, hL⟩
    refine ⟨blochWave z u, fun h => hu ?_, hL, fun j => ?_⟩
    · simpa [blochWave] using congrFun h 0
    · simp only [blochWave]
      rw [zpow_add₀ (root_ne z hz), zpow_natCast, hz, smul_smul, mul_comm]

/-- For cell length `a > 0` and `m ≥ 1`, a primitive wave number `k` and a supercell wave number
`q` give the same factor over `m` cells exactly when `k = q + 2πl/(ma)` for an integer `l`. -/
theorem wavenumber_folding {m : ℕ} (hm : 0 < m) {a : ℝ} (ha : 0 < a) (k q : ℂ) :
    Complex.exp (Complex.I * k * a) ^ m = Complex.exp (Complex.I * q * (m * a)) ↔
      ∃ l : ℤ, k = q + ((2 * Real.pi * l / (m * a) : ℝ) : ℂ) := by
  have hm' : (m : ℂ) ≠ 0 := Nat.cast_ne_zero.2 hm.ne'
  have ha' : (a : ℂ) ≠ 0 := Complex.ofReal_ne_zero.2 ha.ne'
  have e : ∀ l : ℤ, (m : ℂ) * a * ((2 * Real.pi * l / (m * a) : ℝ) : ℂ) = 2 * Real.pi * l := by
    intro l
    push_cast
    field_simp
  rw [← Complex.exp_nat_mul, Complex.exp_eq_exp_iff_exists_int]
  refine exists_congr fun l => ⟨fun h => ?_, fun h => ?_⟩
  · apply mul_left_cancel₀ (mul_ne_zero Complex.I_ne_zero (mul_ne_zero hm' ha'))
    linear_combination h - Complex.I * e l
  · rw [h]
    linear_combination Complex.I * e l

/-- Wave numbers that give the same factor over a supercell of `m ≥ 1` cells of length `a > 0`
have the same imaginary part, the decay rate per length. -/
theorem decay_per_length {m : ℕ} (hm : 0 < m) {a : ℝ} (ha : 0 < a) {k q : ℂ}
    (h : Complex.exp (Complex.I * k * a) ^ m = Complex.exp (Complex.I * q * (m * a))) :
    k.im = q.im := by
  obtain ⟨l, hl⟩ := (wavenumber_folding hm ha k q).1 h
  rw [hl, Complex.add_im, Complex.ofReal_im, add_zero]

/-- For `m ≥ 1` and `Z ≠ 0`, a nonzero supercell solution with factor `Z` exists exactly when
`det (z² H1 + z (H0 - E) + H1^*) = 0` for some `z` with `z^m = Z`. -/
theorem supercell_iff_det (H0 H1 : Matrix n n ℂ) (E : ℂ) {m : ℕ} (hm : 0 < m) {Z : ℂ}
    (hZ : Z ≠ 0) :
    (∃ x : ℤ → n → ℂ, x ≠ 0 ∧ leadOperator H0 H1 E x = 0 ∧ ∀ j : ℤ, x (j + m) = Z • x j) ↔
      ∃ z : ℂ, z ^ m = Z ∧ (z ^ 2 • H1 + z • (H0 - E • 1) + H1ᴴ).det = 0 := by
  rw [supercell_iff_bloch H0 H1 E hm hZ]
  refine exists_congr fun z => and_congr_right fun hz => ?_
  have hz0 : z ≠ 0 := by
    rintro rfl
    exact hZ (by rw [← hz, zero_pow hm.ne'])
  rw [← Matrix.exists_mulVec_eq_zero_iff]
  exact exists_congr fun u => and_congr_right fun _ => blochWave_solution_iff H0 H1 E hz0 u

end

end SupercellFolding
```

```lean
#print axioms SupercellFolding.supercell_iff_bloch
#print axioms SupercellFolding.decay_per_length
#print axioms SupercellFolding.supercell_iff_det
```

```
'SupercellFolding.supercell_iff_bloch' depends on axioms: [propext, Classical.choice, Quot.sound]
'SupercellFolding.decay_per_length' depends on axioms: [propext, Classical.choice, Quot.sound]
'SupercellFolding.supercell_iff_det' depends on axioms: [propext, Classical.choice, Quot.sound]
```

## From the sums to the Lean proof

- `blochWave_solution_iff` factors out $z^{j-1}$ and reads the result at $j=1$.
- `blochPart_solution` proves translation invariance as `shift`, then uses linearity through `map_smul` and `map_sum`.
- `blochPart_eq_blochWave` splits a sum of $m+1$ terms at either end and cancels the equal end terms. `Int.induction_on` extends the one-cell step to all integers.
- `sum_blochPart` exchanges the sums with `Finset.sum_comm` and removes the terms $k\ne0$ by the geometric sum.
- `supercell_iff_bloch` takes $z_0$ from algebraic closedness and picks a nonzero component with `Finset.exists_ne_zero_of_sum_ne_zero`.
- `supercell_iff_det` turns the existence of $u$ into a vanishing determinant.
- `wavenumber_folding` uses the periodicity of the exponential, and `decay_per_length` takes imaginary parts.
